# Classical motion in the Pöschl-Teller potential from solutions of a linear equation

The theorem `isMotion_of_linear` concerns a classical particle of mass m > 0 on a line, in the potential V(x) = D tanh²(ax) with a > 0 and D any real number. Suppose that u, with velocity v, solves the linear equation u'' = −(2a²(D − E)/m) u, and that mv² = 2a²(E + (E − D)u²) at all times. Then x = arsinh(u)/a obeys Newton's equation in this potential and has energy E. The proof writes down the velocity and the acceleration of x and checks four things in turn: the two derivatives, Newton's equation and the energy.

As first written in Lean, the proof fails:

```lean
import Mathlib

open Real

namespace IsMotionOfLinear

noncomputable section

/-- The Pöschl-Teller potential `V(x) = D tanh(a x)^2`. -/
def potential (D a x : ℝ) : ℝ := D * tanh (a * x) ^ 2

/-- For a differentiable potential `V`, the path `x` is a motion of a particle of mass `m` in `V`
with energy `E`: it has a velocity `v` and an acceleration `b`, obeys Newton's equation
`m b = -V'(x)`, and its kinetic and potential energy add up to `E` at all times. -/
def IsMotion (m : ℝ) (V : ℝ → ℝ) (E : ℝ) (x : ℝ → ℝ) : Prop :=
  ∃ v b : ℝ → ℝ, ∀ t, HasDerivAt x (v t) t ∧ HasDerivAt v (b t) t ∧
    m * b t = -deriv V (x t) ∧ m / 2 * v t ^ 2 + V (x t) = E

/-- The slope of the potential is `V'(x) = 2 D a sinh(a x) / cosh(a x)^3`. -/
theorem hasDerivAt_potential (D a x : ℝ) :
    HasDerivAt (potential D a) (2 * D * a * sinh (a * x) / cosh (a * x) ^ 3) x := by
  have hl : HasDerivAt (fun y : ℝ => a * y) a x := by
    simpa using (hasDerivAt_id' x).const_mul a
  have hq : HasDerivAt (fun y => sinh (a * y) / cosh (a * y)) (a / cosh (a * x) ^ 2) x :=
    (hl.sinh.fun_div hl.cosh (cosh_pos (a * x)).ne').congr_deriv (by
      congr 1
      linear_combination a * cosh_sq (a * x))
  have hV : potential D a =
      fun y => D * (sinh (a * y) / cosh (a * y) * (sinh (a * y) / cosh (a * y))) := by
    funext y
    rw [potential, tanh_eq_sinh_div_cosh, sq]
  rw [hV]
  exact ((hq.fun_mul hq).const_mul D).congr_deriv (by ring)

/-- Linearisation: let `m, a > 0`, and let `u` with velocity `v` obey the linear equation
`u'' = -(2 a^2 (D - E) / m) u` and `m v^2 = 2 a^2 (E + (E - D) u^2)`. Then `arsinh(u) / a` is a
motion of energy `E` in the Pöschl-Teller potential. -/
theorem isMotion_of_linear {m D a E : ℝ} (hm : 0 < m) (ha : 0 < a) (u v : ℝ → ℝ)
    (hu : ∀ t, HasDerivAt u (v t) t)
    (hv : ∀ t, HasDerivAt v (-(2 * a ^ 2 * (D - E) / m) * u t) t)
    (hE : ∀ t, m * v t ^ 2 = 2 * a ^ 2 * (E + (E - D) * u t ^ 2)) :
    IsMotion m (potential D a) E (fun t => arsinh (u t) / a) := by
  refine ⟨fun t => v t / (a * √(1 + u t ^ 2)),
    fun t => -(2 * D * a * u t / (√(1 + u t ^ 2)) ^ 3) / m, fun t => ?_⟩
  have hpos : 0 < 1 + u t ^ 2 := by positivity
  have hc : 0 < √(1 + u t ^ 2) := sqrt_pos.2 hpos
  have hc2 : (√(1 + u t ^ 2)) ^ 2 = 1 + u t ^ 2 := sq_sqrt hpos.le
  have hax : a * (arsinh (u t) / a) = arsinh (u t) := by field_simp
  have hEt := hE t
  refine ⟨?_, ?_, ?_, ?_⟩
  · -- the velocity, by the chain rule
    exact (((hasDerivAt_arsinh (u t)).comp t (hu t)).div_const a).congr_deriv (by ring)
  · -- the acceleration, where the first integral removes the velocity
    have h1 : HasDerivAt (fun s => 1 + u s ^ 2) (2 * u t * v t) t :=
      (((hu t).fun_pow 2).const_add 1).congr_deriv (by simp)
    have hw : HasDerivAt (fun s => √(1 + u s ^ 2)) (u t * v t / √(1 + u t ^ 2)) t :=
      (h1.sqrt hpos.ne').congr_deriv (by ring)
    refine ((hv t).fun_div (hw.const_mul a) (mul_pos ha hc).ne').congr_deriv ?_
    generalize √(1 + u t ^ 2) = c at hc hc2 ⊢
    have key : -(2 * a ^ 2 * (D - E)) * u t * c ^ 2 - m * v t ^ 2 * u t
        = -(2 * a ^ 2 * D * u t) := by
      linear_combination (-(2 * a ^ 2 * (D - E) * u t)) * hc2 - u t * hEt
    calc _ = (-(2 * a ^ 2 * (D - E)) * u t * c ^ 2 - m * v t ^ 2 * u t) / (m * a * c ^ 3) := by
          field_simp <;> ring
      _ = -(2 * a ^ 2 * D * u t) / (m * a * c ^ 3) := by rw [key]
      _ = _ := by field_simp <;> ring
  · -- Newton's equation
    change m * (-(2 * D * a * u t / (√(1 + u t ^ 2)) ^ 3) / m)
      = -deriv (potential D a) (arsinh (u t) / a)
    rw [(hasDerivAt_potential D a _).deriv, hax, sinh_arsinh, cosh_arsinh]
    field_simp
  · -- the energy
    change m / 2 * (v t / (a * √(1 + u t ^ 2))) ^ 2
      + D * tanh (a * (arsinh (u t) / a)) ^ 2 = E
    rw [hax, tanh_eq_sinh_div_cosh, sinh_arsinh, cosh_arsinh]
    generalize √(1 + u t ^ 2) = c at hc hc2 ⊢
    calc _ = (m * v t ^ 2 + 2 * a ^ 2 * D * u t ^ 2) / (2 * a ^ 2 * c ^ 2) := by
          field_simp <;> ring
      _ = E := by
          rw [div_eq_iff (by positivity)]
          linear_combination hEt - 2 * a ^ 2 * E * hc2

end

end IsMotionOfLinear
```

The error:

```
Try this:
  [apply] ring_nf
  
  The `ring` tactic failed to close the goal. Use `ring_nf` to obtain a normal form.
    
  Note that `ring` works primarily in *commutative* rings. If you have a noncommutative ring, abelian group or module, consider using `noncomm_ring`, `abel` or `module` instead.
Main.lean:66:15: error: unsolved goals
m D a E : ℝ
hm : 0 < m
ha : 0 < a
u v : ℝ → ℝ
hu : ∀ (t : ℝ), HasDerivAt u (v t) t
hv : ∀ (t : ℝ), HasDerivAt v (-(2 * a ^ 2 * (D - E) / m) * u t) t
hE : ∀ (t : ℝ), m * v t ^ 2 = 2 * a ^ 2 * (E + (E - D) * u t ^ 2)
t : ℝ
hpos : 0 < 1 + u t ^ 2
hax : a * (arsinh (u t) / a) = arsinh (u t)
hEt : m * v t ^ 2 = 2 * a ^ 2 * (E + (E - D) * u t ^ 2)
h1 : HasDerivAt (fun s => 1 + u s ^ 2) (2 * u t * v t) t
hw : HasDerivAt (fun s => √(1 + u s ^ 2)) (u t * v t / √(1 + u t ^ 2)) t
c : ℝ
hc : 0 < c
hc2 : c ^ 2 = 1 + u t ^ 2
key : -(2 * a ^ 2 * (D - E)) * u t * c ^ 2 - m * v t ^ 2 * u t = -(2 * a ^ 2 * D * u t)
⊢ -(D * u t * √(1 + u t ^ 2) ^ 3) = -(D * u t * c ^ 3)
```

Fix (accepted with no message):

```diff
@@ -57,4 +57,5 @@
       (h1.sqrt hpos.ne').congr_deriv (by ring)
     refine ((hv t).fun_div (hw.const_mul a) (mul_pos ha hc).ne').congr_deriv ?_
+    change _ = -(2 * D * a * u t / (√(1 + u t ^ 2)) ^ 3) / m
     generalize √(1 + u t ^ 2) = c at hc hc2 ⊢
     have key : -(2 * a ^ 2 * (D - E)) * u t * c ^ 2 - m * v t ^ 2 * u t
@@ -62,7 +63,7 @@
       linear_combination (-(2 * a ^ 2 * (D - E) * u t)) * hc2 - u t * hEt
     calc _ = (-(2 * a ^ 2 * (D - E)) * u t * c ^ 2 - m * v t ^ 2 * u t) / (m * a * c ^ 3) := by
-          field_simp <;> ring
+          field_simp
       _ = -(2 * a ^ 2 * D * u t) / (m * a * c ^ 3) := by rw [key]
-      _ = _ := by field_simp <;> ring
+      _ = _ := by field_simp
   · -- Newton's equation
     change m * (-(2 * D * a * u t / (√(1 + u t ^ 2)) ^ 3) / m)
@@ -76,5 +77,5 @@
     generalize √(1 + u t ^ 2) = c at hc hc2 ⊢
     calc _ = (m * v t ^ 2 + 2 * a ^ 2 * D * u t ^ 2) / (2 * a ^ 2 * c ^ 2) := by
-          field_simp <;> ring
+          field_simp
       _ = E := by
           rw [div_eq_iff (by positivity)]
```

Diagnosis. The error is in the last step of the `calc` block for the acceleration. `ring` could not close the goal, and what was left asks that `√(1 + u t ^ 2) ^ 3` and `c ^ 3` agree inside otherwise equal terms.

The two should have been the same symbol, since `generalize` was meant to replace every such root by `c`. But the right side of the goal was then still the acceleration function applied to `t`, not yet evaluated. Inside that function the root contains the bound variable, so it did not match and was passed over. It came out as a root in `t` only later, when `generalize` had already discarded the equation between the root and `c`. `ring` had no way to identify them.

The added `change` states the right side in evaluated form before `generalize` runs, so the root there becomes `c` too, and `field_simp` closes the step. Dropping `<;> ring` in three places is mere tidying: `field_simp` leaves no goal there for `ring` to work on.
